# The squared bond orders from one site to all others sum to at most 1/4 in a real one-particle density matrix per spin

The theorem `bondWeight_le` concerns a real one-particle density matrix `P` for one spin, on a finite set of sites, with `P` and `1 - P` both positive semidefinite, so that fractional occupations are allowed. It states that the squares of the off-diagonal entries in row `i` sum to at most `P i i * (1 - P i i)`, and that this product is at most 1/4. For the first bound, the proof takes the diagonal entry of `P - P * P`, which is nonnegative by the preceding theorem, and uses the symmetry of `P` to write the diagonal of `P * P` as a sum of squares along row `i`. Splitting off the term `P i i ^ 2` then leaves the bond weight. The second bound follows from the square of `P i i - 1 / 2` being nonnegative.

The first attempt, which Lean rejects:

```lean
import Mathlib

open Matrix Finset

namespace BondOrderSaturation

noncomputable section

variable {n : Type*} [Fintype n] [DecidableEq n]

/-- A real one-particle density matrix per spin: both `P` and the hole matrix `1 - P` are
positive semidefinite, so fractional occupations are allowed. -/
structure IsDensityMatrix (P : Matrix n n ℝ) : Prop where
  particle : P.PosSemidef
  hole : (1 - P).PosSemidef

/-- The bond weight of site `i`: the sum of the squared bond orders to all other sites. -/
def bondWeight (P : Matrix n n ℝ) (i : n) : ℝ := ∑ j ∈ univ.erase i, P i j ^ 2

/-- For a density matrix, `P - P²` is positive semidefinite. -/
theorem sub_sq_posSemidef {P : Matrix n n ℝ} (hP : IsDensityMatrix P) :
    (P - P * P).PosSemidef := by
  have h1 := hP.hole.conjTranspose_mul_mul_same P
  have h2 := hP.particle.conjTranspose_mul_mul_same (1 - P)
  rw [hP.particle.isHermitian.eq] at h1
  rw [hP.hole.isHermitian.eq] at h2
  -- P - P² = P (1 - P) P + (1 - P) P (1 - P)
  have h3 : P - P * P = P * (1 - P) * P + (1 - P) * P * (1 - P) := by noncomm_ring
  rw [h3]
  exact h1.add h2

/-- For a density matrix, the bond weight of a site is at most `P_ii (1 - P_ii)`, which is at most
`1/4`. -/
theorem bondWeight_le {P : Matrix n n ℝ} (hP : IsDensityMatrix P) (i : n) :
    bondWeight P i ≤ P i i * (1 - P i i) ∧ P i i * (1 - P i i) ≤ 1 / 4 := by
  constructor
  · have h : 0 ≤ (P - P * P) i i := (sub_sq_posSemidef hP).diag_nonneg
    -- the diagonal of P² is the squared length of row i
    have hsq : (P * P) i i = ∑ j, P i j ^ 2 := by
      rw [Matrix.mul_apply]
      refine Finset.sum_congr rfl fun j _ => ?_
      have hs : P j i = P i j := by
        simpa using hP.particle.isHermitian.apply j i
      rw [hs, sq]
    have hsplit := Finset.add_sum_erase univ (fun j => P i j ^ 2) (mem_univ i)
    rw [Matrix.sub_apply, hsq, ← hsplit] at h
    unfold bondWeight
    linarith
  · nlinarith [sq_nonneg (P i i - 1 / 2)]

end

end BondOrderSaturation
```

Messages:

```
Main.lean:43:8: error: Type mismatch: After simplification, term
  IsHermitian.apply (PosSemidef.isHermitian hP.particle) j i
 has type
  P i j = P j i
but is expected to have type
  P j i = P i j
```

The repair, with which the file compiles:

```diff
@@ -41,5 +41,5 @@
       refine Finset.sum_congr rfl fun j _ => ?_
       have hs : P j i = P i j := by
-        simpa using hP.particle.isHermitian.apply j i
+        simpa using hP.particle.isHermitian.apply i j
       rw [hs, sq]
     have hsplit := Finset.add_sum_erase univ (fun j => P i j ^ 2) (mem_univ i)
```

Diagnosis. The error is in the step `hs`, which needs the symmetry of `P` in the form `P j i = P i j`. Lean reports that the supplied term, after simplification, has type `P i j = P j i`. This is the same equation with its sides exchanged.

For a Hermitian matrix, `IsHermitian.apply` with arguments `i j` says that `star (P j i) = P i j`. Over the reals `star` does nothing, and `simpa` removes it. The attempt gave the arguments as `j i`, so the equation came out the wrong way round. The two equations are logically equivalent, but `simpa` has to match the simplified term with the simplified goal, and here it did not turn the equation round to do so.

The diff changes the arguments to `i j`. The simplified term is then `P j i = P i j`, exactly what `hs` asks for, and the rest of the proof stands as it was.
